# Density-square form of a two-body fermion interaction and its self-interaction term

Let $G$ be a finite abelian group, written additively: the momenta of a finite periodic lattice. Each $k\in G$ carries one fermionic mode, without spin or band index. Its annihilation operator $a_k$ lies in a ring $A$ with an adjoint $\dagger$, Lean's `star`.

```lean
import Mathlib

open Matrix

namespace DensityHubbardStratonovich

noncomputable section
```

The canonical anticommutation relations, `IsCAR`, are assumed:

$$a_ka_l+a_la_k=0,\qquad a_ka_l^\dagger+a_l^\dagger a_k=\delta_{kl}.$$

```lean
/-- The canonical anticommutation relations for a family of fermionic annihilation
operators `a k`, with `star (a k)` the creation operators. -/
structure IsCAR {G A : Type*} [DecidableEq G] [Ring A] [StarRing A] (a : G → A) : Prop where
  anti : ∀ k l, a k * a l + a l * a k = 0
  mixed : ∀ k l, a k * star (a l) + star (a l) * a k = if k = l then 1 else 0
```

The density operator `rho` is $\rho(Q)=\sum_k a_{k+Q}^\dagger a_k$, without a volume factor.

```lean
variable {G A : Type*} [AddCommGroup G] [Fintype G] [Ring A] [StarRing A]

/-- The density operator `ρ(Q) = ∑ₖ a†(k+Q) a(k)`. -/
def rho (a : G → A) (Q : G) : A := ∑ k, star (a (k + Q)) * a k
```

The particle number is $N=\sum_k a_k^\dagger a_k$.

```lean
/-- The particle-number operator `N = ∑ₖ a†(k) a(k)`. -/
def number (a : G → A) : A := ∑ k, star (a k) * a k
```

Pair scattering with transfer $Q$ is $W(Q)=\sum_{k,q}a_{k+Q}^\dagger a_{q-Q}^\dagger a_qa_k$.

```lean
/-- Scattering of all pairs with momentum transfer `Q`, in normal order:
`∑ a†(k+Q) a†(q-Q) a(q) a(k)` over `k` and `q`. -/
def pairScattering (a : G → A) (Q : G) : A :=
  ∑ k, ∑ q, star (a (k + Q)) * star (a (q - Q)) * a q * a k
```

## (a) Adjoint of a density

Show that $\rho(Q)^\dagger=\rho(-Q)$.

**Solution.** The adjoint reverses each product, giving $\sum_k a_k^\dagger a_{k+Q}$. With $p=k+Q$ this is $\sum_p a_{p-Q}^\dagger a_p=\rho(-Q)$. In Lean, `Equiv.addRight Q` is this shift. The anticommutation relations are not needed.

```lean
/-- The adjoint of a density operator carries the opposite momentum: `ρ(Q)† = ρ(-Q)`. -/
theorem star_rho (a : G → A) (Q : G) : star (rho a Q) = rho a (-Q) := by
  simp only [rho, star_sum, star_mul, star_star]
  -- shift the summation momentum by Q
  exact Fintype.sum_equiv (Equiv.addRight Q) _ _ (fun k => by simp)
```

## (b) Two hops

Normal order a product of two hopping operators:

$$a_i^\dagger a_ja_k^\dagger a_l=a_i^\dagger a_k^\dagger a_la_j+\delta_{jk}a_i^\dagger a_l.$$

**Solution.** Insert $a_ja_k^\dagger=\delta_{jk}-a_k^\dagger a_j$, then $a_ja_l=-a_la_j$. The two minus signs cancel.

The proof turns on `linear_combination (norm := noncomm_ring)`. By default, `linear_combination` checks its final identity with commutative algebra, which fails for operators. Here `noncomm_ring` does the check and keeps the order of factors. The term `star (a i) * h1 * a l` therefore multiplies the relation `h1` by $a_i^\dagger$ from the left and $a_l$ from the right, as in the first insertion; the term with `h2` is the second. The case split evaluates $\delta_{jk}$.

```lean
variable [DecidableEq G]

omit [AddCommGroup G] [Fintype G] in
/-- Normal ordering of two hopping operators produces a single contraction. -/
theorem hop_mul_hop {a : G → A} (h : IsCAR a) (i j k l : G) :
    star (a i) * a j * (star (a k) * a l) =
      star (a i) * star (a k) * a l * a j + if j = k then star (a i) * a l else 0 := by
  have h1 := h.mixed j k
  have h2 := h.anti j l
  by_cases hjk : j = k
  · rw [if_pos hjk] at h1 ⊢
    linear_combination (norm := noncomm_ring)
      star (a i) * h1 * a l - star (a i) * star (a k) * h2
  · rw [if_neg hjk] at h1 ⊢
    linear_combination (norm := noncomm_ring)
      star (a i) * h1 * a l - star (a i) * star (a k) * h2
```

## (c) Product of two densities

Show that

$$\rho(P)\rho(Q)=\sum_{k,q}a_{k+P}^\dagger a_{q+Q}^\dagger a_qa_k+\rho(P+Q).$$

**Solution.** Apply (b) to each term $a_{k+P}^\dagger a_ka_{q+Q}^\dagger a_q$. The contraction sets $k=q+Q$ and leaves $\sum_q a_{q+Q+P}^\dagger a_q=\rho(P+Q)$. `Finset.sum_ite_eq'` carries out the sum over the delta.

```lean
/-- The product of two density operators is its normal-ordered part plus the density
operator of the total momentum transfer. -/
theorem rho_mul_rho {a : G → A} (h : IsCAR a) (P Q : G) :
    rho a P * rho a Q =
      (∑ k, ∑ q, star (a (k + P)) * star (a (q + Q)) * a q * a k) + rho a (P + Q) := by
  unfold rho
  rw [Finset.sum_mul_sum]
  simp only [hop_mul_hop h, Finset.sum_add_distrib]
  congr 1
  -- the contraction fixes k = q + Q
  rw [Finset.sum_comm]
  refine Finset.sum_congr rfl fun q _ => ?_
  simp only [Finset.sum_ite_eq', Finset.mem_univ, if_true]
  rw [add_assoc, add_comm Q P]
```

## (d) Order of the densities

Show that $\rho(P)\rho(Q)=\rho(Q)\rho(P)$.

**Solution.** In the double sum of (c), exchange the two creators and the two annihilators. The signs cancel:

$$a_{k+P}^\dagger a_{q+Q}^\dagger a_qa_k=a_{q+Q}^\dagger a_{k+P}^\dagger a_ka_q.$$

Renaming $k\leftrightarrow q$ gives the double sum for $\rho(Q)\rho(P)$, and $\rho(P+Q)$ is symmetric. Lean obtains the creators' relation `h1` as the adjoint of the annihilators'.

```lean
/-- All density operators commute with each other. -/
theorem rho_commute {a : G → A} (h : IsCAR a) (P Q : G) :
    rho a P * rho a Q = rho a Q * rho a P := by
  rw [rho_mul_rho h P Q, rho_mul_rho h Q P, add_comm Q P, Finset.sum_comm]
  congr 1
  refine Finset.sum_congr rfl fun x _ => Finset.sum_congr rfl fun y _ => ?_
  -- exchanging both creators and both annihilators gives two cancelling signs
  have h1 : star (a (y + P)) * star (a (x + Q)) = -(star (a (x + Q)) * star (a (y + P))) := by
    have h0 := congrArg star (h.anti (x + Q) (y + P))
    simp only [star_add, star_mul, star_zero] at h0
    exact eq_neg_of_add_eq_zero_left h0
  have h2 : a x * a y = -(a y * a x) := eq_neg_of_add_eq_zero_left (h.anti x y)
  rw [mul_assoc, h1, h2, neg_mul_neg, ← mul_assoc]
```

## (e) Pair scattering through densities

Show that $W(Q)=\rho(Q)\rho(-Q)-N$.

**Solution.** In (c), let the transfers be $Q$ and $-Q$. The double sum is $W(Q)$, and the contraction is $\rho(0)=N$.

```lean
/-- Pair scattering with momentum transfer `Q` equals `ρ(Q) ρ(-Q) - N`. -/
theorem pairScattering_eq {a : G → A} (h : IsCAR a) (Q : G) :
    pairScattering a Q = rho a Q * rho a (-Q) - number a := by
  have h0 : rho a 0 = number a := by simp [rho, number]
  rw [rho_mul_rho h, add_neg_cancel, h0, add_sub_cancel_right]
  simp only [pairScattering, sub_eq_add_neg]
```

## (f) Two Hermitian combinations

Now let $A$ be a complex algebra. Define

$$C(Q)=\tfrac12[\rho(Q)+\rho(-Q)],\qquad S(Q)=\tfrac i2[\rho(Q)-\rho(-Q)].$$

```lean
variable [Algebra ℂ A]

/-- The cosine-type density `C(Q) = (ρ(Q) + ρ(-Q)) / 2`. -/
def densityCos (a : G → A) (Q : G) : A := (1 / 2 : ℂ) • (rho a Q + rho a (-Q))

/-- The sine-type density `S(Q) = i (ρ(Q) - ρ(-Q)) / 2`. -/
def densitySin (a : G → A) (Q : G) : A := (Complex.I / 2) • (rho a Q - rho a (-Q))
```

For couplings $v(Q)\in\mathbb C$, with any volume factor absorbed, the interaction is $V=\frac12\sum_Qv(Q)W(Q)$. With the usual conjugation of scalars under $\dagger$, real $v$ is sufficient for $V$ to be Hermitian.

```lean
/-- The two-body interaction `½ ∑ v(Q) a†(k+Q) a†(q-Q) a(q) a(k)`, summed over
`Q`, `k` and `q`. -/
def interaction (v : G → ℂ) (a : G → A) : A := (1 / 2 : ℂ) • ∑ Q, v Q • pairScattering a Q
```

Show that $C(Q)^\dagger=C(Q)$ and $S(Q)^\dagger=S(Q)$.

**Solution.** By (a), the adjoint exchanges $\rho(Q)$ and $\rho(-Q)$. This leaves $C$ unchanged; in $S$ the sign cancels that of $i^*=-i$. `StarModule` supplies the conjugation of scalars.

```lean
omit [DecidableEq G] in
/-- The operators `C(Q)` and `S(Q)` are self-adjoint. -/
theorem densityCos_densitySin_selfAdjoint [StarModule ℂ A] (a : G → A) (Q : G) :
    star (densityCos a Q) = densityCos a Q ∧ star (densitySin a Q) = densitySin a Q := by
  have hc : star (1 / 2 : ℂ) = 1 / 2 := by simp
  have hs : star (Complex.I / 2) = -(Complex.I / 2) := by simp [neg_div]
  constructor
  · rw [densityCos, star_smul, star_add, star_rho, star_rho, neg_neg, hc,
      add_comm (rho a (-Q))]
  · rw [densitySin, star_smul, star_sub, star_rho, star_rho, neg_neg, hs, neg_smul,
      ← smul_neg, neg_sub]
```

## (g) Sum of squares

Show that $\rho(Q)\rho(-Q)=C(Q)^2+S(Q)^2$.

**Solution.** Expanding, the terms $\rho(\pm Q)^2$ cancel, leaving $\frac12[\rho(Q)\rho(-Q)+\rho(-Q)\rho(Q)]$. By (d) this is $\rho(Q)\rho(-Q)$. `module` collects the coefficients.

```lean
/-- The density product is a sum of two squares: `ρ(Q) ρ(-Q) = C(Q)² + S(Q)²`. -/
theorem rho_mul_rho_neg_eq_squares {a : G → A} (h : IsCAR a) (Q : G) :
    rho a Q * rho a (-Q) =
      densityCos a Q * densityCos a Q + densitySin a Q * densitySin a Q := by
  have hc := rho_commute h Q (-Q)
  have hI : Complex.I / 2 * (Complex.I / 2) = -(1 / 4) := by
    linear_combination (1 / 4) * Complex.I_mul_I
  simp only [densityCos, densitySin, smul_mul_smul_comm, hI]
  simp only [mul_add, add_mul, mul_sub, sub_mul]
  -- the cross terms combine because the densities commute
  rw [← hc]
  module
```

## (h) The interaction

Show that

$$V=\tfrac12\sum_Qv(Q)\,[C(Q)^2+S(Q)^2]-\tfrac12\Big(\sum_Qv(Q)\Big)N.$$

**Solution.** Insert (e) and (g) into $V$ and sum the $N$ terms.

A continuous Hubbard–Stratonovich transformation, as used in auxiliary-field Monte Carlo, can linearise these squares in an exponent. Other decompositions of the same interaction into squares are possible. The Gaussian integral and the time-step splitting from the kinetic energy are not treated here.

```lean
/-- The interaction is a weighted sum of squares of `C(Q)` and `S(Q)` minus the
self-interaction `½ (∑ v(Q)) N`. -/
theorem interaction_eq {a : G → A} (h : IsCAR a) (v : G → ℂ) :
    interaction v a =
      (1 / 2 : ℂ) • ∑ Q, v Q •
        (densityCos a Q * densityCos a Q + densitySin a Q * densitySin a Q)
      - (1 / 2 * ∑ Q, v Q) • number a := by
  simp only [interaction, pairScattering_eq h, rho_mul_rho_neg_eq_squares h, smul_sub,
    Finset.sum_sub_distrib, ← Finset.sum_smul, smul_smul]
```

## (i) Fixed particle number

Let $N\psi=n\psi$. Show that

$$V\psi=\tfrac12\sum_Qv(Q)\,[C(Q)^2+S(Q)^2]\psi-\tfrac12\,n\sum_Qv(Q)\,\psi.$$

**Solution.** Apply (h) to $\psi$ and replace $N\psi$ by $n\psi$. States are vectors of a module `M` on which $A$ acts; `IsScalarTower` makes the two scalar actions agree. No normalisation is needed.

```lean
/-- On a vector `ψ` with `N ψ = n ψ`, the interaction acts as the weighted sum of squares of `C(Q)`
and `S(Q)` minus the number `½ n ∑ v(Q)`. -/
theorem interaction_fixed_number {M : Type*} [AddCommGroup M] [Module ℂ M] [Module A M]
    [IsScalarTower ℂ A M] {a : G → A} (h : IsCAR a) (v : G → ℂ) (n : ℕ) (ψ : M)
    (hψ : number a • ψ = (n : ℂ) • ψ) :
    interaction v a • ψ =
      ((1 / 2 : ℂ) • ∑ Q, v Q •
        (densityCos a Q * densityCos a Q + densitySin a Q * densitySin a Q)) • ψ
      - (1 / 2 * (∑ Q, v Q) * n) • ψ := by
  have hN : ((1 / 2 * ∑ Q, v Q) • number a) • ψ = (1 / 2 * (∑ Q, v Q) * n) • ψ := by
    rw [smul_assoc, hψ, smul_smul]
  rw [interaction_eq h, sub_smul, hN]
```

## (j) Two explicit modes

With $\sigma=\begin{pmatrix}0&1\\0&0\end{pmatrix}$ and $Z=\mathrm{diag}(1,-1)$, take $a_0=\sigma\otimes1$ and $a_1=Z\otimes\sigma$.

```lean
/-- Two fermionic modes as explicit matrices on the four occupation states. -/
def twoModes (k : ZMod 2) : Matrix (Fin 4) (Fin 4) ℂ :=
  if k = 0 then !![0, 0, 1, 0; 0, 0, 0, 1; 0, 0, 0, 0; 0, 0, 0, 0]
  else !![0, 1, 0, 0; 0, 0, 0, 0; 0, 0, 0, -1; 0, 0, 0, 0]
```

Verify $a_ka_l+a_la_k=0$ and $a_ka_l^\dagger+a_l^\dagger a_k=\delta_{kl}$ for these matrices.

**Solution.** Equal modes follow from $\sigma^2=0$, $\sigma\sigma^\dagger+\sigma^\dagger\sigma=1$ and $Z^2=1$. For different modes, $\sigma Z+Z\sigma=0$ and its adjoint make every anticommutator vanish. Lean compares the $4\times4$ matrices entry by entry.

```lean
/-- The explicit matrices `twoModes` satisfy the canonical anticommutation relations. -/
theorem isCAR_witness : IsCAR twoModes := by
  have hk : ∀ k : ZMod 2, k = 0 ∨ k = 1 := by decide
  have h10 : (1 : ZMod 2) ≠ 0 := by decide
  -- the two creation operators as explicit matrices
  have s0 : star (twoModes 0) = !![0, 0, 0, 0; 0, 0, 0, 0; 1, 0, 0, 0; 0, 1, 0, 0] := by
    ext i j
    fin_cases i <;> fin_cases j <;>
      simp [twoModes]
  have s1 : star (twoModes 1) = !![0, 0, 0, 0; 1, 0, 0, 0; 0, 0, 0, 0; 0, 0, -1, 0] := by
    ext i j
    fin_cases i <;> fin_cases j <;>
      simp [twoModes, h10]
  constructor
  · intro k l
    rcases hk k with rfl | rfl <;> rcases hk l with rfl | rfl <;>
      ext i j <;> fin_cases i <;> fin_cases j <;>
      simp [twoModes, h10]
  · intro k l
    rcases hk k with rfl | rfl <;> rcases hk l with rfl | rfl <;> simp only [s0, s1] <;>
      ext i j <;> fin_cases i <;> fin_cases j <;>
      simp [twoModes, h10, h10.symm, Matrix.mul_apply, Fin.sum_univ_succ]

end

end DensityHubbardStratonovich
```

```lean
#print axioms DensityHubbardStratonovich.densityCos_densitySin_selfAdjoint
#print axioms DensityHubbardStratonovich.interaction_eq
#print axioms DensityHubbardStratonovich.interaction_fixed_number
```

```
'DensityHubbardStratonovich.densityCos_densitySin_selfAdjoint' depends on axioms: [propext, Classical.choice, Quot.sound]
'DensityHubbardStratonovich.interaction_eq' depends on axioms: [propext, Classical.choice, Quot.sound]
'DensityHubbardStratonovich.interaction_fixed_number' depends on axioms: [propext, Classical.choice, Quot.sound]
```
